# For Gaussian displacements of mean zero, $\langle x f(x)\rangle=\sigma^2\langle f'(x)\rangle$ when $f$ is $C^1$ with bounded slope

A displacement $x\in\mathbb R$ with standard deviation $\sigma>0$ carries the weight $w(x)=e^{-x^2/(2\sigma^2)}$, and the average of an observable $g$ is $\langle g\rangle=\int g\,w\,dx\,/\int w\,dx$. A force $F$ has the effective force constant $K=-\langle F'\rangle$, with the sign chosen so that $F(x)=-kx$ gives $K=k$.

```lean
import Mathlib

open MeasureTheory

namespace SampledForceConstants

noncomputable section

/-- The unnormalised Gaussian weight of a displacement `x` with standard deviation `σ`. -/
def weight (σ x : ℝ) : ℝ := Real.exp (-(1 / (2 * σ ^ 2)) * x ^ 2)

/-- The thermal average of an observable `g` over centred Gaussian displacements. -/
def average (σ : ℝ) (g : ℝ → ℝ) : ℝ := (∫ x, g x * weight σ x) / ∫ x, weight σ x

/-- The observable `g` is integrable against the Gaussian weight. -/
def HasAverage (σ : ℝ) (g : ℝ → ℝ) : Prop := Integrable (fun x => g x * weight σ x)

/-- The effective force constant of a force `F`: minus the thermal average of its derivative. -/
def effectiveForceConstant (σ : ℝ) (F : ℝ → ℝ) : ℝ := -average σ (deriv F)

/-- The thermal mean square deviation of the force `F` from the linear model `a - k x`. -/
def misfit (σ : ℝ) (F : ℝ → ℝ) (a k : ℝ) : ℝ := average σ (fun x => (F x - (a - k * x)) ^ 2)

/-- A continuous observable that grows at most quadratically has a thermal average. -/
theorem hasAverage_of_growth {σ : ℝ} (hσ : 0 < σ) {g : ℝ → ℝ} (hg : Continuous g) {A B : ℝ}
    (h : ∀ x, |g x| ≤ A + B * x ^ 2) : HasAverage σ g := by
  have hb : 0 < 1 / (2 * σ ^ 2) := by positivity
  have h0 := integrable_exp_neg_mul_sq hb
  have h2 := integrable_rpow_mul_exp_neg_mul_sq hb (s := ((2 : ℕ) : ℝ)) (by norm_num)
  simp only [Real.rpow_natCast] at h2
  have hI : Integrable (fun x => (A + B * x ^ 2) * weight σ x) := by
    refine ((h0.const_mul A).add (h2.const_mul B)).congr (ae_of_all _ fun x => ?_)
    simp only [Pi.add_apply, weight]
    ring
  have hc : Continuous (fun x => g x * weight σ x) := by
    unfold weight
    fun_prop
  refine hI.mono' hc.aestronglyMeasurable (ae_of_all _ fun x => ?_)
  have hw : 0 < weight σ x := Real.exp_pos _
  rw [Real.norm_eq_abs, abs_mul, abs_of_pos hw]
  exact mul_le_mul_of_nonneg_right (h x) hw.le

/-- Thermal averages are linear: if `g` and `h` have averages, then `g + c h` has an average, equal
to that of `g` plus `c` times that of `h`. -/
theorem average_add_mul {σ : ℝ} {g h : ℝ → ℝ} (hg : HasAverage σ g) (hh : HasAverage σ h)
    (c : ℝ) : HasAverage σ (fun x => g x + c * h x) ∧
      average σ (fun x => g x + c * h x) = average σ g + c * average σ h := by
  have hg' : Integrable (fun x => g x * weight σ x) := hg
  have hh' : Integrable (fun x => c * (h x * weight σ x)) := Integrable.const_mul hh c
  have e : (fun x => (g x + c * h x) * weight σ x)
      = fun x => g x * weight σ x + c * (h x * weight σ x) := by
    funext x
    ring
  constructor
  · unfold HasAverage
    rw [e]
    exact hg'.add hh'
  · simp only [average]
    rw [e, integral_add hg' hh', integral_const_mul]
    ring

/-- The thermal average is normalised. -/
theorem average_one {σ : ℝ} (hσ : 0 < σ) : average σ (fun _ => 1) = 1 := by
  have h : ∫ x, weight σ x = √(Real.pi / (1 / (2 * σ ^ 2))) := integral_gaussian _
  have hne : ∫ x, weight σ x ≠ 0 := by
    rw [h]
    have := Real.pi_pos
    positivity
  simp only [average, one_mul]
  exact div_self hne

/-- Gaussian integration by parts: `⟨x f⟩ = σ² ⟨f'⟩` for every differentiable `f` for which
`f`, `x f` and `f'` have thermal averages. -/
theorem gaussian_by_parts {σ : ℝ} (hσ : 0 < σ) {f f' : ℝ → ℝ}
    (hf : ∀ x, HasDerivAt f (f' x) x) (h0 : HasAverage σ f)
    (h1 : HasAverage σ (fun x => x * f x)) (h2 : HasAverage σ f') :
    average σ (fun x => x * f x) = σ ^ 2 * average σ f' := by
  have h1' : Integrable (fun x => (σ ^ 2)⁻¹ * (x * f x * weight σ x)) :=
    Integrable.const_mul h1 _
  have h2' : Integrable (fun x => f' x * weight σ x) := h2
  -- the weight obeys w' = -(x / σ²) w
  have hw : ∀ x, HasDerivAt (weight σ) (-(x / σ ^ 2) * weight σ x) x := fun x => by
    have h : HasDerivAt (fun y : ℝ => -(1 / (2 * σ ^ 2)) * y ^ 2)
        (-(1 / (2 * σ ^ 2)) * (2 * x)) x :=
      ((hasDerivAt_pow 2 x).const_mul _).congr_deriv (by norm_num)
    exact h.exp.congr_deriv (by simp only [weight]; ring)
  have hD : ∀ x, HasDerivAt (fun y => f y * weight σ y)
      (f' x * weight σ x - (σ ^ 2)⁻¹ * (x * f x * weight σ x)) x := fun x =>
    ((hf x).fun_mul (hw x)).congr_deriv (by ring)
  -- the total derivative integrates to zero
  have key := integral_eq_zero_of_hasDerivAt_of_integrable hD (h2'.sub h1') h0
  rw [integral_sub h2' h1', integral_const_mul] at key
  have hs : σ ^ 2 * (σ ^ 2)⁻¹ = 1 := mul_inv_cancel₀ (by positivity)
  have e : ∫ x, x * f x * weight σ x = σ ^ 2 * ∫ x, f' x * weight σ x := by
    linear_combination (-σ ^ 2) * key - (∫ x, x * f x * weight σ x) * hs
  simp only [average]
  rw [e, mul_div_assoc]

/-- If a C¹ force has bounded derivative, then the force, its product with the displacement,
its square and its derivative all have thermal averages. -/
theorem force_hasAverage {σ : ℝ} (hσ : 0 < σ) {F : ℝ → ℝ} (hF : ContDiff ℝ 1 F) {C : ℝ}
    (hC : ∀ x, |deriv F x| ≤ C) :
    HasAverage σ F ∧ HasAverage σ (fun x => x * F x) ∧ HasAverage σ (fun x => F x ^ 2) ∧
      HasAverage σ (deriv F) := by
  have hd : Differentiable ℝ F := hF.differentiable (by simp)
  have hc : Continuous F := hF.continuous
  have hC0 : 0 ≤ C := (abs_nonneg _).trans (hC 0)
  -- a bounded slope means at most linear growth
  have b : ∀ x, |F x| ≤ |F 0| + C * |x| := fun x => by
    have h := Convex.norm_image_sub_le_of_norm_deriv_le (f := F) (fun y _ => hd y)
      (fun y _ => (Real.norm_eq_abs _).trans_le (hC y)) convex_univ
      (Set.mem_univ 0) (Set.mem_univ x)
    simp only [Real.norm_eq_abs, sub_zero] at h
    have := abs_sub_abs_le_abs_sub (F x) (F 0)
    linarith
  have hx : ∀ x : ℝ, |x| ≤ 1 + x ^ 2 := fun x => by
    rw [abs_le]
    constructor <;> nlinarith [sq_nonneg (x - 1), sq_nonneg (x + 1)]
  refine ⟨hasAverage_of_growth hσ hc (A := |F 0| + C) (B := C) fun x => ?_,
    hasAverage_of_growth hσ (by fun_prop) (A := |F 0|) (B := |F 0| + C) fun x => ?_,
    hasAverage_of_growth hσ (by fun_prop) (A := 2 * |F 0| ^ 2) (B := 2 * C ^ 2) fun x => ?_,
    hasAverage_of_growth hσ (hF.continuous_deriv (by simp)) (A := C) (B := 0) fun x => ?_⟩
  · linarith [b x, mul_le_mul_of_nonneg_left (hx x) hC0]
  · have h3 : |x| * (C * |x|) = C * x ^ 2 := by
      rw [← sq_abs x]
      ring
    rw [abs_mul]
    linarith [mul_le_mul_of_nonneg_left (b x) (abs_nonneg x),
      mul_le_mul_of_nonneg_left (hx x) (abs_nonneg (F 0))]
  · have h1 := pow_le_pow_left₀ (abs_nonneg (F x)) (b x) 2
    have h4 : (C * |x|) ^ 2 = C ^ 2 * x ^ 2 := by rw [mul_pow, sq_abs]
    rw [abs_of_nonneg (sq_nonneg (F x)), ← sq_abs (F x)]
    linarith [sq_nonneg (|F 0| - C * |x|)]
  · linarith [hC x]

/-- For a C¹ function with bounded derivative, the thermal average of `x f(x)` is `σ²` times the
thermal average of `f'(x)`. -/
theorem average_displacement_mul {σ : ℝ} (hσ : 0 < σ) {f : ℝ → ℝ} (hf : ContDiff ℝ 1 f) {C : ℝ}
    (hC : ∀ x, |deriv f x| ≤ C) :
    average σ (fun x => x * f x) = σ ^ 2 * average σ (deriv f) := by
  obtain ⟨h0, h1, -, h2⟩ := force_hasAverage hσ hf hC
  exact gaussian_by_parts hσ (fun x => (hf.differentiable (by simp) x).hasDerivAt) h0 h1 h2

/-- The displacement has mean zero and mean square `σ²`. -/
theorem displacement_moments {σ : ℝ} (hσ : 0 < σ) :
    average σ (fun x => x) = 0 ∧ average σ (fun x => x ^ 2) = σ ^ 2 := by
  constructor
  · have h := average_displacement_mul hσ (f := fun _ => 1) contDiff_const (C := 0) (by simp)
    simpa [average] using h
  · have h := average_displacement_mul hσ (f := fun x => x) contDiff_id (C := 1) (by simp)
    have hd : deriv (fun x : ℝ => x) = fun _ => 1 := by
      funext x
      exact (hasDerivAt_id' x).deriv
    rw [hd, average_one hσ] at h
    simpa only [pow_two, mul_one] using h

/-- For a C¹ force with bounded derivative, the effective force constant equals `-⟨x F⟩ / σ²`. -/
theorem effectiveForceConstant_eq {σ : ℝ} (hσ : 0 < σ) {F : ℝ → ℝ} (hF : ContDiff ℝ 1 F) {C : ℝ}
    (hC : ∀ x, |deriv F x| ≤ C) :
    effectiveForceConstant σ F = -average σ (fun x => x * F x) / σ ^ 2 := by
  have hs : σ ^ 2 ≠ 0 := by positivity
  rw [average_displacement_mul hσ hF hC, effectiveForceConstant, eq_div_iff hs]
  ring

/-- For a C¹ force with bounded derivative, the misfit of the model `a - k x` exceeds that of the
model built from the mean force and the effective force constant `K` by `(a - ⟨F⟩)² + σ² (k - K)²`.
-/
theorem misfit_eq {σ : ℝ} (hσ : 0 < σ) {F : ℝ → ℝ} (hF : ContDiff ℝ 1 F) {C : ℝ}
    (hC : ∀ x, |deriv F x| ≤ C) (a k : ℝ) :
    misfit σ F a k = misfit σ F (average σ F) (effectiveForceConstant σ F)
      + (a - average σ F) ^ 2 + σ ^ 2 * (k - effectiveForceConstant σ F) ^ 2 := by
  obtain ⟨i0, i1, i2, -⟩ := force_hasAverage hσ hF hC
  have j0 : HasAverage σ (fun _ => 1) :=
    hasAverage_of_growth hσ continuous_const (A := 1) (B := 0) (by simp)
  have j1 : HasAverage σ (fun x => x) :=
    hasAverage_of_growth hσ continuous_id (A := 1) (B := 1) fun x => by
      rw [abs_le]
      constructor <;> nlinarith [sq_nonneg (x - 1), sq_nonneg (x + 1)]
  have j2 : HasAverage σ (fun x => x ^ 2) :=
    hasAverage_of_growth hσ (by fun_prop) (A := 0) (B := 1) (by simp)
  -- expand the square and average term by term
  have key : ∀ a k : ℝ, misfit σ F a k = average σ (fun x => F x ^ 2) + -2 * a * average σ F
      + 2 * k * (σ ^ 2 * average σ (deriv F)) + k ^ 2 * σ ^ 2 + a ^ 2 := fun a k => by
    have e : (fun x => (F x - (a - k * x)) ^ 2) = fun x => F x ^ 2 + -2 * a * F x
        + 2 * k * (x * F x) + k ^ 2 * x ^ 2 + -2 * a * k * x + a ^ 2 * 1 := by
      funext x
      ring
    have s1 := average_add_mul i2 i0 (-2 * a)
    have s2 := average_add_mul s1.1 i1 (2 * k)
    have s3 := average_add_mul s2.1 j2 (k ^ 2)
    have s4 := average_add_mul s3.1 j1 (-2 * a * k)
    have s5 := average_add_mul s4.1 j0 (a ^ 2)
    rw [misfit, e, s5.2, s4.2, s3.2, s2.2, s1.2, average_one hσ, (displacement_moments hσ).1,
      (displacement_moments hσ).2, average_displacement_mul hσ hF hC]
    ring
  rw [key a k, key (average σ F) (effectiveForceConstant σ F), effectiveForceConstant]
  ring

/-- For a C¹ force with bounded derivative, a linear model `a - k x` minimises the misfit exactly
when `a` is the mean force and `k` is the effective force constant. -/
theorem misfit_minimal_iff {σ : ℝ} (hσ : 0 < σ) {F : ℝ → ℝ} (hF : ContDiff ℝ 1 F) {C : ℝ}
    (hC : ∀ x, |deriv F x| ≤ C) (a k : ℝ) :
    (∀ b l, misfit σ F a k ≤ misfit σ F b l) ↔
      a = average σ F ∧ k = effectiveForceConstant σ F := by
  have hs : 0 < σ ^ 2 := by positivity
  constructor
  · intro h
    have h1 := h (average σ F) (effectiveForceConstant σ F)
    have h2 := misfit_eq hσ hF hC a k
    have p := sq_nonneg (a - average σ F)
    have q := mul_nonneg hs.le (sq_nonneg (k - effectiveForceConstant σ F))
    have p0 : (a - average σ F) ^ 2 = 0 := by linarith
    have q0 : σ ^ 2 * (k - effectiveForceConstant σ F) ^ 2 = 0 := by linarith
    have q1 := (mul_eq_zero.mp q0).resolve_left hs.ne'
    exact ⟨sub_eq_zero.mp (pow_eq_zero_iff two_ne_zero |>.mp p0),
      sub_eq_zero.mp (pow_eq_zero_iff two_ne_zero |>.mp q1)⟩
  · rintro ⟨ha, hk⟩ b l
    rw [ha, hk]
    have h2 := misfit_eq hσ hF hC b l
    have p := sq_nonneg (b - average σ F)
    have q := mul_nonneg hs.le (sq_nonneg (l - effectiveForceConstant σ F))
    linarith

end

end SampledForceConstants
```

```lean
#print axioms SampledForceConstants.displacement_moments
#print axioms SampledForceConstants.effectiveForceConstant_eq
#print axioms SampledForceConstants.misfit_minimal_iff
```

```
'SampledForceConstants.displacement_moments' depends on axioms: [propext, Classical.choice, Quot.sound]
'SampledForceConstants.effectiveForceConstant_eq' depends on axioms: [propext, Classical.choice, Quot.sound]
'SampledForceConstants.misfit_minimal_iff' depends on axioms: [propext, Classical.choice, Quot.sound]
```

## Averages, forces and fits

The definitions `weight`, `average` and `effectiveForceConstant` are $w$, $\langle\cdot\rangle$ and $K$. `HasAverage σ g` says that $g\,w$ is integrable; it is needed because Lean's integral returns zero for a non-integrable function. `misfit σ F a k` is the mean square error $M(a,k)=\langle(F-(a-kx))^2\rangle$ of a linear force model.

The main theorem, `average_displacement_mul`, takes a $C^1$ function $f$ (`ContDiff ℝ 1 f`) and a constant $C$ with $|f'(x)|\le C$ for all $x$. The function $f$ itself may be unbounded, so harmonic forces are included. For a force $F$ under the same conditions, `effectiveForceConstant_eq` states
$$K=-\frac{\langle xF\rangle}{\sigma^2},$$
and `misfit_minimal_iff` states that $(a,k)$ minimises $M$ exactly when $a=\langle F\rangle$ and $k=K$.

The Gaussian describes, for example, the displacement of a harmonic oscillator from its potential minimum in thermal equilibrium, classical or quantum. Temperature enters only through $\sigma$, which is given and not determined self-consistently. The docstrings call the averages thermal in this sense: for an anharmonic force $F$, the Gaussian belongs to a harmonic reference oscillator and is not the Boltzmann distribution in the potential of $F$. In electronic-structure practice, the result bears on fitting a harmonic model to forces computed at geometries whose displacements are drawn from a Gaussian, here for one coordinate and exact averages; the error of a finite sample is not treated.

The bounded slope is a restriction on the anharmonicity: it excludes the force $-x^3$ of a quartic potential. The lemma `gaussian_by_parts` is more general, asking only that $f$ be differentiable and that $f$, $xf$ and $f'$ have averages.

The average could also have been modelled with Mathlib's Gaussian probability measure, `gaussianReal`. Normalisation would then be built in, and zero variance would be allowed as a point mass at the origin, where the identity reads $0=0$. The explicit weight used here keeps the integration by parts visible.

## Integrating by parts against the Gaussian

Differentiating the weight gives $w'=-(x/\sigma^2)\,w$, so
$$(fw)'=f'w-\frac{1}{\sigma^2}\,x f w .$$
The slope bound gives $|f(x)|\le|f(0)|+C|x|$. Hence $fw\to0$ at both ends of the line, and the left side integrates to zero:
$$0=\int f'w\,dx-\frac1{\sigma^2}\int x f w\,dx .$$
Multiplying by $\sigma^2$ and dividing by $\int w\,dx$ gives the identity.

The integrals exist because $|x|\le1+x^2$ turns linear growth into quadratic bounds:
$$|f|\le(|f(0)|+C)+Cx^2,\qquad |xf|\le|f(0)|+(|f(0)|+C)x^2,$$
$$f^2\le2f(0)^2+2C^2x^2,\qquad |f'|\le C .$$
A quadratic polynomial times $w$ is integrable.

In Lean, `hasAverage_of_growth` proves integrability from a quadratic bound, and `force_hasAverage` supplies the four bounds, obtaining linear growth from the mean value inequality. In `gaussian_by_parts`, `hw` is the derivative of the weight, `hD` is the product rule, and `key` is the vanishing integral. There the boundary term is handled by a Mathlib theorem that requires $fw$ and its derivative to be integrable.

## From the identity to the least-squares force constant

Taking $f=1$ gives $\langle x\rangle=0$, and $f=x$ gives $\langle x^2\rangle=\sigma^2$; this is `displacement_moments`, which uses the normalisation `average_one`. Taking $f=F$ gives $\langle xF\rangle=\sigma^2\langle F'\rangle=-\sigma^2K$, which is the force-constant formula.

Now expand the misfit. The cross term $-2ak\langle x\rangle$ vanishes, leaving
$$M(a,k)=\langle F^2\rangle-2a\langle F\rangle+a^2+2k\langle xF\rangle+k^2\sigma^2 .$$
Substituting $\langle xF\rangle=-\sigma^2K$ and completing both squares gives
$$M(a,k)=\langle F^2\rangle-\langle F\rangle^2-\sigma^2K^2+(a-\langle F\rangle)^2+\sigma^2(k-K)^2 .$$
The first three terms equal $M(\langle F\rangle,K)$. Since $\sigma^2>0$, the remaining two squares vanish together only at $a=\langle F\rangle$, $k=K$, so the minimiser is unique.

The theorem `misfit_eq` carries out this expansion by applying the linearity lemma `average_add_mul` once for each added term, and `ring` completes the squares. For uniqueness, `misfit_minimal_iff` compares a supposed minimiser with $(\langle F\rangle,K)$, which forces both squares to be zero; the converse follows from their nonnegativity.
